# A trace-preserving Kraus channel on n × n matrices never increases purity if and only if it is unital

**Q:** Let me fix the terms. We have finitely many complex $n\times n$ matrices $K_k$, a star for the conjugate transpose, and the map
$$\Phi(\rho)=\sum_k K_k\rho K_k^*.$$
Trace preservation means $\sum_k K_k^*K_k=1$, unitality means $\sum_k K_kK_k^*=1$, and the purity of $\rho$ is $\operatorname{Tr}\rho^2$. Does the Lean file use the same conventions?

**A:** It does. The finite type `n` labels the basis states, and its number of elements, `Fintype.card n` in Lean, is the dimension $n$ in the formulas. The finite type `ι` labels the Kraus operators, whose number is finite but otherwise arbitrary. Lean writes the conjugate transpose as `ᴴ`.

```lean
import Mathlib

open Matrix
open scoped ComplexOrder

namespace PurityUnitalChannel

noncomputable section

variable {n ι : Type*} [Fintype n] [Fintype ι]

/-- The map `ρ ↦ ∑ₖ Kₖ ρ Kₖ*` with Kraus operators `Kₖ`. -/
def channel (K : ι → Matrix n n ℂ) (ρ : Matrix n n ℂ) : Matrix n n ℂ :=
  ∑ k, K k * ρ * (K k)ᴴ
```

**Q:** This `channel` accepts any family of matrices. Where is the physical condition?

**A:** In the theorems. Trace preservation enters as the hypothesis `hK`, which says that the outcome probabilities of the process add up to one for every input state. Complete positivity needs no hypothesis, because the Kraus form already supplies it. A state is a positive semidefinite matrix of trace one.

```lean
/-- A density matrix: positive semidefinite with trace one. -/
structure IsDensity (ρ : Matrix n n ℂ) : Prop where
  pos : ρ.PosSemidef
  trace_one : ρ.trace = 1
```

**Q:** And purity? I see a real part in its definition, which could hide something.

**A:** For Hermitian $\rho$ the trace of $\rho^2$ is the sum of the squared moduli of the entries, which is real, so nothing is lost. Density matrices are Hermitian, and so are their images under $\Phi$. The real part only turns a complex number into a real one that can be compared by $\le$.

```lean
/-- The purity `Tr ρ²`, taken as a real number. -/
def purity (ρ : Matrix n n ℂ) : ℝ := (ρ * ρ).trace.re
```

The proof also needs a distance between matrices, for which it uses the squared Hilbert–Schmidt norm $\|A\|^2=\sum_{ij}|A_{ij}|^2$, without a dimensional prefactor.

```lean
/-- The squared Hilbert–Schmidt norm, the sum of the squared moduli of all entries. -/
def hsSq (A : Matrix n n ℂ) : ℝ := ∑ i, ∑ j, ‖A i j‖ ^ 2
```

**Q:** Before any more Lean, show me why a unital channel cannot raise the purity.

**A:** Take $\rho$ Hermitian, write $X=\Phi(\rho)$, which is also Hermitian, and set $D_k=K_k\rho-XK_k$. Then
$$D_kD_k^*=(K_k\rho-XK_k)(\rho K_k^*-K_k^*X)$$
$$=K_k\rho^2K_k^*-K_k\rho K_k^*X-XK_k\rho K_k^*+XK_kK_k^*X.$$
Now sum over $k$. The first term gives $\Phi(\rho^2)$, the second and third give $-X^2$ each, and unitality turns the last into $+X^2$. Hence
$$\sum_k D_kD_k^*=\Phi(\rho^2)-X^2.$$
By cyclicity, $\operatorname{Tr}\Phi(\rho^2)=\operatorname{Tr}\big(\sum_kK_k^*K_k\,\rho^2\big)=\operatorname{Tr}\rho^2$. Since $\operatorname{Tr}D_kD_k^*=\|D_k\|^2$, taking traces gives
$$\operatorname{Tr}\rho^2-\operatorname{Tr}\Phi(\rho)^2=\sum_k\|K_k\rho-\Phi(\rho)K_k\|^2\ge 0.$$

**Q:** So the loss is an explicit sum of squares. What about the other direction? A condition on states has to yield an operator identity.

**A:** One state is enough. For $n\ge1$, feed in the maximally mixed state, which is the identity matrix divided by $n$. Its purity is the number $1/n$. Redefine $X=\Phi(1)=\sum_kK_kK_k^*$, so that the output is $X/n$. If purity does not grow, then
$$\frac{\operatorname{Tr}X^2}{n^2}\le\frac1n,\qquad\text{that is,}\qquad \operatorname{Tr}X^2\le n.$$
Trace preservation gives $\operatorname{Tr}X=n$. Since $X$ is Hermitian,
$$\|X-1\|^2=\operatorname{Tr}X^2-2\operatorname{Tr}X+n=\operatorname{Tr}X^2-n\le0.$$
A squared norm cannot be negative, so it vanishes and $X=1$.

**Q:** Then take me through the Lean proof. How does it connect the entrywise norm to traces?

**A:** The first lemma proves $\operatorname{Re}\operatorname{Tr}(AA^*)=\|A\|^2$ by writing out the matrix product and comparing entries. The second says that the norm vanishes only for the zero matrix: if a sum of nonnegative terms is zero, each term is zero, and this is applied once to the rows and once within each row.

```lean
/-- The squared Hilbert–Schmidt norm is the real part of `Tr (A A*)`. -/
theorem trace_mul_conjTranspose_re (A : Matrix n n ℂ) :
    (A * Aᴴ).trace.re = hsSq A := by
  simp only [hsSq, Matrix.trace, Matrix.diag_apply, Matrix.mul_apply,
    Matrix.conjTranspose_apply, Complex.re_sum]
  refine Finset.sum_congr rfl fun i _ => Finset.sum_congr rfl fun j _ => ?_
  rw [Complex.sq_norm, Complex.normSq_apply]
  simp [Complex.mul_re]

/-- Only the zero matrix has vanishing Hilbert–Schmidt norm. -/
theorem hsSq_eq_zero_iff (A : Matrix n n ℂ) : hsSq A = 0 ↔ A = 0 := by
  constructor
  · intro h
    unfold hsSq at h
    ext i j
    have h1 := (Finset.sum_eq_zero_iff_of_nonneg
      (fun i _ => by positivity)).1 h i (Finset.mem_univ i)
    have h2 := (Finset.sum_eq_zero_iff_of_nonneg
      (fun j _ => by positivity)).1 h1 j (Finset.mem_univ j)
    simpa using h2
  · rintro rfl
    simp [hsSq]
```

The next two lemmas are the properties of $\Phi$ used above. `trace_channel` moves $K_k^*$ around the trace and then applies `hK`. `channel_hermitian` takes the adjoint of each summand and needs no condition on the Kraus operators.

```lean
/-- A channel whose Kraus operators satisfy `∑ₖ Kₖ* Kₖ = 1` preserves the trace. -/
theorem trace_channel [DecidableEq n] {K : ι → Matrix n n ℂ}
    (hK : ∑ k, (K k)ᴴ * K k = 1) (ρ : Matrix n n ℂ) :
    (channel K ρ).trace = ρ.trace := by
  calc (channel K ρ).trace = ∑ k, (K k * ρ * (K k)ᴴ).trace := by
        rw [channel, Matrix.trace_sum]
    _ = ∑ k, ((K k)ᴴ * K k * ρ).trace :=
        Finset.sum_congr rfl fun k _ => Matrix.trace_mul_cycle _ _ _
    _ = ρ.trace := by rw [← Matrix.trace_sum, ← Finset.sum_mul, hK, one_mul]

/-- A channel maps Hermitian matrices to Hermitian matrices. -/
theorem channel_hermitian (K : ι → Matrix n n ℂ) {ρ : Matrix n n ℂ} (hρ : ρᴴ = ρ) :
    (channel K ρ)ᴴ = channel K ρ := by
  simp only [channel, Matrix.conjTranspose_sum, Matrix.conjTranspose_mul,
    Matrix.conjTranspose_conjTranspose, hρ, Matrix.mul_assoc]
```

**Q:** Where is the sum of squares?

**A:** In `purity_loss`. Its step `hterm` is the four-term expansion of $D_kD_k^*$, with `noncomm_ring` multiplying out while respecting the order of the factors. The step `hsum` pulls $X$ out of the sums and uses unitality, `hU`, in the last term. Taking the real part of the trace on both sides then gives the balance. The theorem asks only that $\rho$ be Hermitian, not that it be positive or normalised.

```lean
/-- Purity balance of a trace-preserving unital channel: the purity lost by a Hermitian `ρ` is the
sum of the squared Hilbert–Schmidt norms of `Kₖ ρ - Φ(ρ) Kₖ`. -/
theorem purity_loss [DecidableEq n] {K : ι → Matrix n n ℂ}
    (hK : ∑ k, (K k)ᴴ * K k = 1) (hU : ∑ k, K k * (K k)ᴴ = 1)
    {ρ : Matrix n n ℂ} (hρ : ρᴴ = ρ) :
    purity ρ - purity (channel K ρ) = ∑ k, hsSq (K k * ρ - channel K ρ * K k) := by
  have hXh := channel_hermitian K hρ
  obtain ⟨X, hX⟩ : ∃ X, channel K ρ = X := ⟨_, rfl⟩
  rw [hX] at hXh ⊢
  -- expand each square
  have hterm : ∀ k, (K k * ρ - X * K k) * (K k * ρ - X * K k)ᴴ =
      K k * (ρ * ρ) * (K k)ᴴ - (K k * ρ * (K k)ᴴ) * X - X * (K k * ρ * (K k)ᴴ)
        + X * (K k * (K k)ᴴ) * X := by
    intro k
    rw [Matrix.conjTranspose_sub, Matrix.conjTranspose_mul, Matrix.conjTranspose_mul, hρ, hXh]
    noncomm_ring
  -- sum over the Kraus operators, using unitality in the last term
  have hsum : ∑ k, (K k * ρ - X * K k) * (K k * ρ - X * K k)ᴴ =
      channel K (ρ * ρ) - X * X := by
    have hX' : ∑ k, K k * ρ * (K k)ᴴ = X := hX
    rw [Finset.sum_congr rfl fun k _ => hterm k, Finset.sum_add_distrib,
      Finset.sum_sub_distrib, Finset.sum_sub_distrib, ← Finset.sum_mul, ← Finset.mul_sum,
      ← Finset.sum_mul, ← Finset.mul_sum, hX', hU, channel]
    noncomm_ring
  have h := congrArg (fun M : Matrix n n ℂ => M.trace.re) hsum
  simp only [Matrix.trace_sum, Complex.re_sum, Matrix.trace_sub, Complex.sub_re,
    trace_mul_conjTranspose_re, trace_channel hK] at h
  exact h.symm
```

**Q:** Does the balance also tell me when purity is conserved?

**A:** Yes, for a channel that is both trace preserving and unital. A sum of nonnegative terms vanishes exactly when every term does, so the purity of a density matrix is conserved if and only if $K_k\rho=\Phi(\rho)K_k$ for every $k$. A single unitary $U$ satisfies this for every state, since $U\rho U^*U=U\rho$.

```lean
/-- A trace-preserving unital channel conserves the purity of a density matrix `ρ` exactly when `Kₖ
ρ = Φ(ρ) Kₖ` for every Kraus operator. -/
theorem purity_conserved_iff [DecidableEq n] {K : ι → Matrix n n ℂ}
    (hK : ∑ k, (K k)ᴴ * K k = 1) (hU : ∑ k, K k * (K k)ᴴ = 1)
    {ρ : Matrix n n ℂ} (hρ : IsDensity ρ) :
    purity (channel K ρ) = purity ρ ↔ ∀ k, K k * ρ = channel K ρ * K k := by
  have h := purity_loss hK hU hρ.pos.isHermitian.eq
  have hnn : ∀ k ∈ Finset.univ, 0 ≤ hsSq (K k * ρ - channel K ρ * K k) := by
    intro k _
    unfold hsSq
    positivity
  rw [eq_comm, ← sub_eq_zero, h, Finset.sum_eq_zero_iff_of_nonneg hnn]
  simp only [Finset.mem_univ, true_implies, hsSq_eq_zero_iff, sub_eq_zero]
```

**Q:** Now the main theorem. Read it to me in words.

**A:** Given a finite family of square Kraus matrices with $\sum_kK_k^*K_k=1$, the following are equivalent: for every density matrix $\rho$, the purity of $\Phi(\rho)$ is at most that of $\rho$; and $\sum_kK_kK_k^*=1$. The quantifier over states sits inside the left-hand side, so the theorem does not say that a non-unital channel raises the purity of every state, only that it raises the purity of some state.

```lean
/-- A trace-preserving channel never increases the purity of any density matrix if and only if it is
unital. -/
theorem purity_nonincreasing_iff_unital [DecidableEq n] {K : ι → Matrix n n ℂ}
    (hK : ∑ k, (K k)ᴴ * K k = 1) :
    (∀ ρ, IsDensity ρ → purity (channel K ρ) ≤ purity ρ) ↔ ∑ k, K k * (K k)ᴴ = 1 := by
  constructor
  · intro h
    rcases isEmpty_or_nonempty n with hn | hn
    · ext i j
      exact isEmptyElim i
    have hX1 : channel K 1 = ∑ k, K k * (K k)ᴴ := by simp [channel]
    rw [← hX1]
    have hc : (0 : ℝ) < (Fintype.card n : ℝ)⁻¹ :=
      inv_pos.2 (Nat.cast_pos.2 Fintype.card_pos)
    obtain ⟨c, hcdef⟩ : ∃ c : ℝ, c = (Fintype.card n : ℝ)⁻¹ := ⟨_, rfl⟩
    rw [← hcdef] at hc
    -- test the inequality on the maximally mixed state
    have hd : IsDensity ((c : ℂ) • (1 : Matrix n n ℂ)) := by
      refine ⟨Matrix.PosSemidef.one.smul (Complex.zero_le_real.2 hc.le), ?_⟩
      have hne : (Fintype.card n : ℂ) ≠ 0 := Nat.cast_ne_zero.2 Fintype.card_ne_zero
      rw [Matrix.trace_smul, Matrix.trace_one, hcdef, smul_eq_mul]
      push_cast
      exact inv_mul_cancel₀ hne
    have hlin : channel K ((c : ℂ) • (1 : Matrix n n ℂ)) = (c : ℂ) • channel K 1 := by
      simp only [channel, Matrix.mul_smul, Matrix.smul_mul, Finset.smul_sum]
    have hscale : ∀ A : Matrix n n ℂ, purity ((c : ℂ) • A) = c * (c * purity A) := by
      intro A
      simp only [purity, Matrix.mul_smul, Matrix.smul_mul, Matrix.trace_smul, smul_eq_mul,
        Complex.re_ofReal_mul]
    have hp := h _ hd
    rw [hlin, hscale, hscale] at hp
    have hp' : purity (channel K 1) ≤ purity (1 : Matrix n n ℂ) :=
      le_of_mul_le_mul_left (le_of_mul_le_mul_left hp hc) hc
    -- the distance of the output from the identity vanishes
    have hXh := channel_hermitian K (Matrix.conjTranspose_one (n := n) (α := ℂ))
    have hexp : (channel K 1 - 1) * (channel K 1 - 1)ᴴ =
        channel K 1 * channel K 1 - channel K 1 - channel K 1 + 1 := by
      rw [Matrix.conjTranspose_sub, Matrix.conjTranspose_one, hXh]
      noncomm_ring
    have hdist : hsSq (channel K 1 - 1) =
        purity (channel K 1) - purity (1 : Matrix n n ℂ) := by
      rw [← trace_mul_conjTranspose_re, hexp]
      simp only [purity, Matrix.trace_add, Matrix.trace_sub, Complex.add_re, Complex.sub_re,
        trace_channel hK, mul_one]
      ring
    have h0 : 0 ≤ hsSq (channel K 1 - 1) := by
      unfold hsSq
      positivity
    exact sub_eq_zero.1 ((hsSq_eq_zero_iff _).1 (le_antisymm (by linarith) h0))
  · intro hU ρ hρ
    have h := purity_loss hK hU hρ.pos.isHermitian.eq
    have h0 : 0 ≤ ∑ k, hsSq (K k * ρ - channel K ρ * K k) := by
      unfold hsSq
      positivity
    linarith
```

**Q:** How does that proof follow your calculation?

**A:** In the forward direction, `c` is $1/n$ and `hd` checks that $c\cdot1$ is a density matrix. `hlin` and `hscale` take the factor $c$ out of the channel and $c^2$ out of the purity. Cancelling $c$ twice leaves `hp'`, which is $\operatorname{Tr}X^2\le n$. `hexp` expands $(X-1)(X-1)^*$, `hdist` turns its trace into $\operatorname{Tr}X^2-n$, and the last line concludes that $X=1$. The reverse direction is `purity_loss` together with the nonnegativity of its right-hand side.

**Q:** What happens at the smallest sizes?

**A:** For $n=0$ there is no density matrix, since the empty trace is $0$ and not $1$. The purity condition then holds vacuously, and unitality holds because any two matrices without entries are equal. The proof treats this case first. For $n=1$ the Kraus operators are numbers with $\sum_k|K_k|^2=1$, the two Kraus conditions coincide, and the only state has purity $1$ before and after.

**Q:** I'd like to see concrete channels on both sides of the divide.

**A:** For the unital side, take a qubit that suffers a phase flip with probability $16/25$. Its Kraus operators are $\tfrac35\,1$ and $\tfrac45\,\sigma_z$, where $\sigma_z=\operatorname{diag}(1,-1)$. Both are Hermitian, so the two Kraus sums are the same sum, $\tfrac{9}{25}1+\tfrac{16}{25}1=1$.

```lean
/-- Kraus operators of a qubit dephasing channel with phase-flip probability `16/25`. -/
def dephasing : Fin 2 → Matrix (Fin 2) (Fin 2) ℂ :=
  ![!![3/5, 0; 0, 3/5], !![4/5, 0; 0, -(4/5)]]

/-- The dephasing channel is trace preserving and unital. -/
theorem dephasing_witness :
    ∑ k, (dephasing k)ᴴ * dephasing k = 1 ∧ ∑ k, dephasing k * (dephasing k)ᴴ = 1 := by

  -- both Kraus operators are Hermitian, so the two sums coincide
  have h0 : (dephasing 0)ᴴ = dephasing 0 := by
    ext i j
    fin_cases i <;> fin_cases j <;> simp [dephasing, Matrix.conjTranspose_apply]
  have h1 : (dephasing 1)ᴴ = dephasing 1 := by
    ext i j
    fin_cases i <;> fin_cases j <;> simp [dephasing, Matrix.conjTranspose_apply]
  have key : dephasing 0 * dephasing 0 + dephasing 1 * dephasing 1 = 1 := by
    ext i j
    fin_cases i <;> fin_cases j <;>
      simp [dephasing] <;> norm_num
  constructor <;> rw [Fin.sum_univ_two, h0, h1] <;> exact key
```

For the other side, take the reset of a qubit to its first basis state, with $K_0=|0\rangle\langle0|$ and $K_1=|0\rangle\langle1|$. Here $\sum_kK_k^*K_k=1$, but $\sum_kK_kK_k^*=2|0\rangle\langle0|$. The maximally mixed state goes to $|0\rangle\langle0|$, and its purity rises from $1/2$ to $1$. The theorem checks trace preservation and both purities by evaluating the matrices entry by entry.

```lean
/-- Kraus operators that reset a qubit to its first basis state. -/
def reset : Fin 2 → Matrix (Fin 2) (Fin 2) ℂ :=
  ![!![1, 0; 0, 0], !![0, 1; 0, 0]]

/-- The reset channel is trace preserving and raises the purity of the maximally mixed qubit
state from `1/2` to `1`. -/
theorem reset_witness :
    ∑ k, (reset k)ᴴ * reset k = 1 ∧ purity !![1/2, 0; 0, 1/2] = 1/2 ∧
      purity (channel reset !![1/2, 0; 0, 1/2]) = 1 := by
  refine ⟨?_, ?_, ?_⟩
  · ext i j
    fin_cases i <;> fin_cases j <;> simp [reset, Matrix.mul_apply, Fin.sum_univ_succ]
  · simp [purity, Matrix.trace_fin_two]
    norm_num
  · have h0 : (reset 0)ᴴ = !![1, 0; 0, 0] := by
      ext i j
      fin_cases i <;> fin_cases j <;> simp [reset, Matrix.conjTranspose_apply]
    have h1 : (reset 1)ᴴ = !![0, 0; 1, 0] := by
      ext i j
      fin_cases i <;> fin_cases j <;> simp [reset, Matrix.conjTranspose_apply]
    have h : channel reset !![1/2, 0; 0, 1/2] = !![1, 0; 0, 0] := by
      rw [channel, Fin.sum_univ_two, h0, h1]
      ext i j
      fin_cases i <;> fin_cases j <;>
        simp [reset] <;> norm_num
    rw [h]
    simp [purity, Matrix.trace_fin_two]

end

end PurityUnitalChannel
```

```lean
#print axioms PurityUnitalChannel.purity_conserved_iff
-- 'PurityUnitalChannel.purity_conserved_iff' depends on axioms: [propext, Classical.choice, Quot.sound]
#print axioms PurityUnitalChannel.purity_nonincreasing_iff_unital
-- 'PurityUnitalChannel.purity_nonincreasing_iff_unital' depends on axioms: [propext, Classical.choice, Quot.sound]
```

**Q:** My remaining doubt is the Kraus form itself. A channel is a map, and its Kraus operators are not unique.

**A:** The condition doesn't depend on that choice, because $\sum_kK_kK_k^*$ is $\Phi(1)$. The channel could also have been modelled as a completely positive, trace-preserving linear map, with unitality written as $\Phi(1)=1$. That statement would make no reference to a choice of operators, but carrying the sum-of-squares argument over to it would first require the existence of a Kraus representation. The other direction, from the purity condition to unitality, would hardly change, since it uses only linearity, trace preservation and the fact that Hermitian matrices stay Hermitian.

**Q:** And which physical situations are left out?

**A:** Infinite-dimensional systems, such as an untruncated oscillator mode, and channels whose input and output dimensions differ, such as a partial trace. The theorem also concerns purity alone and makes no statement about von Neumann entropy.

**Q:** Within those limits, what does it tell someone who simulates open systems?

**A:** In a finite-dimensional simulation with trace-preserving Kraus noise, a rise in purity from the input of the channel to its output, even for one state, shows that the noise is not unital. A dephasing channel cannot produce such a rise, whereas a reset can. If the noise model was meant to be unital, the rise points to an error in the Kraus operators or in the numerics.
